# A time-odd Hermitian perturbation never raises the lowest eigenvalue of a time-even Hermitian matrix

A Eu³⁺ ion has a ground level with $J=0$ and so no magnetic moment in zero field. In a magnetic field the Zeeman term has zero expectation value in that level, but it still mixes in excited levels. Can this mixing raise the ground energy, and what must hold if the energy does not move at all?

Let $H$ be the zero-field Hamiltonian and $V$ the Zeeman term at a fixed external field, both Hermitian $n\times n$ matrices. Time reversal is $\Theta x = U\bar x$, with $U$ unitary and the bar denoting complex conjugation. The condition $U\bar H = HU$ says that $\Theta$ commutes with $H$: there is no internal magnetic field or frozen magnetic order. The condition $U\bar V=-VU$ says that $\Theta$ anticommutes with $V$, as it does with spin and orbital angular momentum. The sign of $\Theta^2$ is left free, so even and odd electron numbers are both covered.

Van Vleck paramagnetism is the susceptibility that such mixing produces; it is independent of temperature as long as the excited levels are thermally empty. The results below concern the sign of the energy shift and the case of no shift; they contain no susceptibility formula. The diamagnetic term, quadratic in the field, is time-even and is left out.

In Lean the basis states are labelled by a finite type `n`.

```lean
import Mathlib

open Matrix
open scoped ComplexOrder

namespace TimeOddPerturbation

noncomputable section

variable {n : Type*} [Fintype n] [DecidableEq n]
```

The ground energy is the least real number that is an eigenvalue with a nonzero eigenvector. The theorems take such a number as given.

```lean
/-- The lowest eigenvalue of a matrix: the least real `E` with `A x = E x` for some nonzero `x`. -/
def IsGroundEnergy (A : Matrix n n ℂ) (E : ℝ) : Prop :=
  IsLeast {e : ℝ | ∃ x : n → ℂ, x ≠ 0 ∧ A *ᵥ x = (e : ℂ) • x} E
```

Write $\langle A\rangle_x=\mathrm{Re}\,(x^\dagger A x)$ and $N(x)=\langle 1\rangle_x=\|x\|^2$. For Hermitian $A$, the physical expectation value in a nonzero state is $\langle A\rangle_x/N(x)$.

```lean
/-- The real part of `x† A x`; for Hermitian `A` and normalised `x` this is the expectation value.
-/
def expect (A : Matrix n n ℂ) (x : n → ℂ) : ℝ := (star x ⬝ᵥ A *ᵥ x).re
```

Time reversal is a map on vectors. Below, `A.map star` is the entrywise conjugate $\bar A$, not the adjoint.

```lean
/-- Time reversal: complex conjugation followed by `U`. It is antiunitary when `U` is unitary. -/
def timeReverse (U : Matrix n n ℂ) (x : n → ℂ) : n → ℂ := U *ᵥ star x
```

## (a) Expectation values in the reversed state

Let $U\bar A=BU$. Show that $\langle B\rangle_{\Theta x}=\langle A\rangle_x$.

Since $BU\bar x=U\bar A\bar x$ and $U^\dagger U=1$,
$$(\Theta x)^\dagger B\,\Theta x=\bar x^\dagger U^\dagger U\bar A\bar x=\bar x^\dagger\bar A\bar x=\overline{x^\dagger A x}.$$
The real parts agree. Three choices matter later: $A=B=1$ gives $N(\Theta x)=N(x)$, $A=B=H$ gives $\langle H\rangle_{\Theta x}=\langle H\rangle_x$, and $A=V$, $B=-V$ gives $\langle V\rangle_{\Theta x}=-\langle V\rangle_x$.

In the code, `h1` moves $B$ past $U$, and the rewriting with `hU'` removes the unitary.

```lean
/-- If time reversal, with `U` unitary, carries `A` into `B`, then `y† B y` in the reversed state
`y` has the same real part as `x† A x` in the original state `x`. -/
theorem expect_timeReverse {U A B : Matrix n n ℂ} (hU : U ∈ unitaryGroup n ℂ)
    (h : U * A.map star = B * U) (x : n → ℂ) :
    expect B (timeReverse U x) = expect A x := by
  have hU' : Uᴴ * U = 1 := mem_unitaryGroup_iff'.mp hU
  have hc : A.map star *ᵥ star x = star (A *ᵥ x) := by
    ext i
    simp only [Matrix.mulVec, dotProduct, Matrix.map_apply, Pi.star_apply, star_sum, star_mul']
  have h1 : B *ᵥ (U *ᵥ star x) = U *ᵥ star (A *ᵥ x) := by
    rw [Matrix.mulVec_mulVec, ← h, ← Matrix.mulVec_mulVec, hc]
  unfold expect timeReverse
  -- the unitary drops out of the inner product, leaving a complex conjugate
  rw [h1, Matrix.star_mulVec, Matrix.dotProduct_mulVec, Matrix.vecMul_vecMul, hU',
    Matrix.vecMul_one]
  generalize A *ᵥ x = y
  simp [dotProduct, Complex.mul_re]
```

## (b) Positive norm

Show that $N(x)>0$ for $x\neq0$.

Here $N(x)=\sum_i|x_i|^2$. No term is negative, and at least one is positive.

```lean
/-- A nonzero state has positive squared norm. -/
theorem expect_one_pos {x : n → ℂ} (hx : x ≠ 0) : 0 < expect 1 x := by
  have h : expect 1 x = ∑ i, Complex.normSq (x i) := by
    simp [expect, dotProduct, Complex.normSq_apply, Complex.mul_re]
  obtain ⟨i, hi⟩ := Function.ne_iff.mp hx
  rw [h]
  exact Finset.sum_pos' (fun j _ => Complex.normSq_nonneg _)
    ⟨i, Finset.mem_univ i, Complex.normSq_pos.mpr hi⟩
```

## (c) The variational principle

Let $A$ be Hermitian with ground energy $E$. Show that $A-E$ is positive semidefinite, so that $E\,N(x)\le\langle A\rangle_x$ for every $x$.

The matrix $A-E$ is Hermitian and has an orthonormal eigenbasis. If $(A-E)v=\lambda v$ with $v\ne0$, then $Av=(E+\lambda)v$. As $E$ is the least eigenvalue of $A$, $E\le E+\lambda$, hence $\lambda\ge0$. A Hermitian matrix without negative eigenvalues is positive semidefinite.

The inequality `hle` is this comparison, with `hE.2` supplying the minimality of $E$.

```lean
/-- Variational principle: a Hermitian matrix minus its ground energy is positive semidefinite. -/
theorem posSemidef_sub_groundEnergy {A : Matrix n n ℂ} {E : ℝ} (hA : A.IsHermitian)
    (hE : IsGroundEnergy A E) : (A - (E : ℂ) • (1 : Matrix n n ℂ)).PosSemidef := by
  have hB : (A - (E : ℂ) • (1 : Matrix n n ℂ)).IsHermitian := by
    rw [Matrix.IsHermitian, conjTranspose_sub, conjTranspose_smul, conjTranspose_one, hA.eq]
    simp
  rw [hB.posSemidef_iff_eigenvalues_nonneg]
  intro i
  have hv := hB.mulVec_eigenvectorBasis i
  have hne : (hB.eigenvectorBasis i).ofLp ≠ 0 := by
    intro h
    apply hB.eigenvectorBasis.orthonormal.ne_zero i
    ext j
    exact congrFun h j
  rw [Matrix.sub_mulVec, Matrix.smul_mulVec, Matrix.one_mulVec, sub_eq_iff_eq_add] at hv
  -- each eigenvalue of the shifted matrix is an eigenvalue of `A`, shifted by `E`
  have hle : E ≤ E + hB.eigenvalues i := by
    refine hE.2 ⟨_, hne, ?_⟩
    rw [hv]
    ext j
    simp only [Pi.add_apply, Pi.smul_apply, Complex.real_smul, smul_eq_mul, Complex.ofReal_add]
    ring
  show (0 : ℝ) ≤ hB.eigenvalues i
  linarith
```

## (d) A state and its reverse as trial states

Let $E$ be the ground energy of $H+tV$ with $t$ real. Show that for every $x$
$$E\,N(x)+|t\langle V\rangle_x|\le\langle H\rangle_x.$$

Part (c) applied to $x$ gives $E\,N(x)\le\langle H\rangle_x+t\langle V\rangle_x$. Applied to $\Theta x$ and simplified by (a), it gives $E\,N(x)\le\langle H\rangle_x-t\langle V\rangle_x$. One of the two right-hand sides is $\langle H\rangle_x-|t\langle V\rangle_x|$.

The statement `key` is the variational inequality for an arbitrary trial state, `h1` and `h2` are its two uses, and `abs_cases` selects the one that is needed.

```lean
/-- For Hermitian `H` and `V`, time-even and time-odd, the ground energy `E` of `H + t V` obeys `E
⟨x, x⟩ + |t ⟨V⟩| ≤ ⟨H⟩` in every state `x`. -/
theorem variational_bound {H V U : Matrix n n ℂ} {t E : ℝ} (hU : U ∈ unitaryGroup n ℂ)
    (hH : H.IsHermitian) (hV : V.IsHermitian) (hHU : U * H.map star = H * U)
    (hVU : U * V.map star = -(V * U)) (hE : IsGroundEnergy (H + (t : ℂ) • V) E) (x : n → ℂ) :
    E * expect 1 x + |t * expect V x| ≤ expect H x := by
  have hA : (H + (t : ℂ) • V).IsHermitian := by
    rw [Matrix.IsHermitian, conjTranspose_add, conjTranspose_smul, hH.eq, hV.eq]
    simp
  have key (y : n → ℂ) : E * expect 1 y ≤ expect H y + t * expect V y := by
    have h := (Complex.nonneg_iff.mp
      ((posSemidef_sub_groundEnergy hA hE).dotProduct_mulVec_nonneg y)).1
    simp only [Matrix.sub_mulVec, Matrix.add_mulVec, Matrix.smul_mulVec, dotProduct_sub,
      dotProduct_add, dotProduct_smul, smul_eq_mul, Complex.sub_re, Complex.add_re,
      Complex.re_ofReal_mul] at h
    unfold expect
    linarith
  -- use both the state and its time reverse as trial states
  have h1 := key x
  have h2 := key (timeReverse U x)
  have hone : U * (1 : Matrix n n ℂ).map star = 1 * U := by
    rw [Matrix.map_one _ (star_zero ℂ) (star_one ℂ), mul_one, one_mul]
  have hodd : expect (-V) (timeReverse U x) = expect V x :=
    expect_timeReverse hU (by rw [hVU, neg_mul]) x
  have hneg : expect (-V) (timeReverse U x) = -expect V (timeReverse U x) := by
    simp [expect, Matrix.neg_mulVec]
  have hv : expect V (timeReverse U x) = -expect V x := by linarith
  rw [expect_timeReverse hU hone, expect_timeReverse hU hHU, hv] at h2
  rcases abs_cases (t * expect V x) with h | h <;> linarith [h.1]
```

## (e) Stronger coupling, no higher energy

Let $|s|\le|t|$, and let $E_s$ and $E_t$ be the ground energies of $H+sV$ and $H+tV$. Show that $E_t\le E_s$.

Take a ground eigenvector $x\neq0$ of $H+sV$, so that $\langle H\rangle_x+s\langle V\rangle_x=E_sN(x)$. By (d),
$$E_tN(x)\le\langle H\rangle_x-|t\langle V\rangle_x|=E_sN(x)-s\langle V\rangle_x-|t\langle V\rangle_x|\le E_sN(x).$$
The last step uses $-s\langle V\rangle_x\le|s\langle V\rangle_x|\le|t\langle V\rangle_x|$. Division by $N(x)>0$ gives the claim. With $s=-t$, used in both directions, it shows that reversing the field leaves the ground energy unchanged.

In Lean, `h1` is the eigenvalue equation contracted with $x^\dagger$, and `h2` compares the two couplings.

```lean
/-- The ground energy of `H + t V`, with `H` Hermitian and time-even and `V` Hermitian and time-odd,
does not increase when the coupling strength `|t|` grows. -/
theorem groundEnergy_antitone {H V U : Matrix n n ℂ} {s t Es Et : ℝ}
    (hU : U ∈ unitaryGroup n ℂ) (hH : H.IsHermitian) (hV : V.IsHermitian)
    (hHU : U * H.map star = H * U) (hVU : U * V.map star = -(V * U)) (hst : |s| ≤ |t|)
    (hs : IsGroundEnergy (H + (s : ℂ) • V) Es) (ht : IsGroundEnergy (H + (t : ℂ) • V) Et) :
    Et ≤ Es := by
  obtain ⟨x, hx, he⟩ := hs.1
  have hb := variational_bound hU hH hV hHU hVU ht x
  have h1 : expect H x + s * expect V x = Es * expect 1 x := by
    have h := congrArg (fun y => (star x ⬝ᵥ y).re) he
    simpa only [expect, Matrix.one_mulVec, Matrix.add_mulVec, Matrix.smul_mulVec,
      dotProduct_add, dotProduct_smul, smul_eq_mul, Complex.add_re,
      Complex.re_ofReal_mul] using h
  have h2 : |s * expect V x| ≤ |t * expect V x| := by
    rw [abs_mul, abs_mul]
    exact mul_le_mul_of_nonneg_right hst (abs_nonneg _)
  have h3 := neg_abs_le (s * expect V x)
  exact le_of_mul_le_mul_right (by linarith) (expect_one_pos hx)
```

## (f) What an unchanged energy implies

Let $E_0$ and $E_1$ be the ground energies of $H$ and $H+V$. Show that $E_1\le E_0$, and that if $E_1=E_0$, then $Vx=0$ whenever $Hx=E_0x$.

The inequality is (e) with $s=0$, $t=1$. Now let $E_1=E_0$ and $Hx=E_0x$. Then $\langle H\rangle_x=E_0N(x)$, and (d) with $t=1$ leaves $|\langle V\rangle_x|\le0$, so $\langle V\rangle_x=0$. Put $P=H+V-E_0$, which is positive semidefinite by (c). Since $Px=Vx$ and $V$ is Hermitian, $x^\dagger Px=x^\dagger Vx=0$. Writing $P=S^\dagger S$ gives $\|Sx\|^2=0$, hence $Sx=0$ and $Vx=Px=0$.

The proof turns on Mathlib's `dotProduct_mulVec_zero_iff`: for positive semidefinite $P$, the number $x^\dagger Px$ vanishes exactly when $Px$ does. It takes the place of the factorisation $S^\dagger S$. Its condition is an equation between complex numbers, whereas `expect` keeps only the real part. The imaginary part comes from the order on $\mathbb C$ opened by `ComplexOrder`, in which $0\le z$ means that $z$ is real and nonnegative. `Complex.nonneg_iff` extracts this as `him`, and `Complex.ext` joins it to `hv`.

```lean
/-- A Hermitian time-odd `V` never raises the ground energy of a Hermitian time-even `H`; if it
leaves it unchanged, `V` annihilates every lowest eigenvector of `H`. -/
theorem groundEnergy_le_and_rigidity {H V U : Matrix n n ℂ} {E₀ E₁ : ℝ}
    (hU : U ∈ unitaryGroup n ℂ) (hH : H.IsHermitian) (hV : V.IsHermitian)
    (hHU : U * H.map star = H * U) (hVU : U * V.map star = -(V * U))
    (h₀ : IsGroundEnergy H E₀) (h₁ : IsGroundEnergy (H + V) E₁) :
    E₁ ≤ E₀ ∧ (E₁ = E₀ → ∀ x : n → ℂ, H *ᵥ x = (E₀ : ℂ) • x → V *ᵥ x = 0) := by
  have h₁' : IsGroundEnergy (H + ((1 : ℝ) : ℂ) • V) E₁ := by simpa using h₁
  refine ⟨groundEnergy_antitone (s := 0) (t := 1) hU hH hV hHU hVU (by simp)
    (by simpa using h₀) h₁', ?_⟩
  rintro rfl x hx
  have hb := variational_bound hU hH hV hHU hVU h₁' x
  have ha : expect H x = E₁ * expect 1 x := by
    simp only [expect, hx, Matrix.one_mulVec, dotProduct_smul, smul_eq_mul,
      Complex.re_ofReal_mul]
  -- the first-order energy vanishes
  have hv : expect V x = 0 := by
    rw [one_mul] at hb
    exact abs_nonpos_iff.mp (by linarith)
  have hP := posSemidef_sub_groundEnergy (hH.add hV) h₁
  have hBx : (H + V - (E₁ : ℂ) • (1 : Matrix n n ℂ)) *ᵥ x = V *ᵥ x := by
    rw [Matrix.sub_mulVec, Matrix.add_mulVec, Matrix.smul_mulVec, Matrix.one_mulVec, hx]
    abel
  -- zero expectation in a positive semidefinite matrix means lying in its kernel
  have him := (Complex.nonneg_iff.mp (hP.dotProduct_mulVec_nonneg x)).2
  rw [← hBx]
  apply (hP.dotProduct_mulVec_zero_iff x).mp
  rw [hBx] at him ⊢
  exact Complex.ext hv him.symm
```

The converse fails: $V$ may annihilate the ground states and yet couple excited levels so strongly that one of them drops below $E_0$.

## (g) Strict lowering

Show that $E_1<E_0$ if some $x$ satisfies $Hx=E_0x$ and $Vx\neq0$.

By (f), $E_1\le E_0$, and equality would force $Vx=0$. For the ion, any Zeeman mixing of the ground state with excited levels therefore lowers the energy, within one field-independent finite basis whose span is closed under $\Theta$, and with the linear field term alone. If a numerical diagonalisation under those conditions gives a higher lowest eigenvalue in the field, either the matrices or the numerics (rounding included) are at fault.

```lean
/-- Let `H` and `V` be Hermitian. If the time-odd `V` does not annihilate some lowest eigenvector of
the time-even `H`, the ground energy of `H + V` lies strictly below that of `H`. -/
theorem groundEnergy_lt {H V U : Matrix n n ℂ} {E₀ E₁ : ℝ}
    (hU : U ∈ unitaryGroup n ℂ) (hH : H.IsHermitian) (hV : V.IsHermitian)
    (hHU : U * H.map star = H * U) (hVU : U * V.map star = -(V * U))
    (h₀ : IsGroundEnergy H E₀) (h₁ : IsGroundEnergy (H + V) E₁)
    {x : n → ℂ} (hx : H *ᵥ x = (E₀ : ℂ) • x) (hVx : V *ᵥ x ≠ 0) : E₁ < E₀ := by
  obtain ⟨hle, heq⟩ := groundEnergy_le_and_rigidity hU hH hV hHU hVU h₀ h₁
  exact lt_of_le_of_ne hle fun h => hVx (heq h x hx)
```

## (h) Ground energy from a square

Let $M^2=c^2$ with $c\ge0$, and let $-c$ be an eigenvalue of $M$. Show that $-c$ is its ground energy.

If $My=Ey$ with $y\ne0$ and $E$ real, then $c^2y=M^2y=E^2y$. Hence $E=\pm c$, and in both cases $E\ge-c$. Lean reads $c^2=E^2$ off a nonzero component of $y$ and rules out $E<-c$ with `nlinarith`.

```lean
/-- If `M² = c²` with `c ≥ 0` and `-c` is an eigenvalue of `M`, then `-c` is its ground energy. -/
theorem groundEnergy_of_sq {M : Matrix n n ℂ} {c : ℝ} (hc : 0 ≤ c)
    (hM : M * M = ((c : ℂ) * c) • (1 : Matrix n n ℂ)) {x : n → ℂ} (hx : x ≠ 0)
    (he : M *ᵥ x = ((-c : ℝ) : ℂ) • x) : IsGroundEnergy M (-c) := by
  refine ⟨⟨x, hx, he⟩, ?_⟩
  rintro E ⟨y, hy, hE⟩
  have h : (M * M) *ᵥ y = ((E : ℂ) * E) • y := by
    rw [← Matrix.mulVec_mulVec, hE, Matrix.mulVec_smul, hE, smul_smul]
  rw [hM, Matrix.smul_mulVec, Matrix.one_mulVec] at h
  obtain ⟨i, hi⟩ := Function.ne_iff.mp hy
  have h2 : (c : ℂ) * c = (E : ℂ) * E := mul_right_cancel₀ hi (congrFun h i)
  have h3 : c * c = E * E := by exact_mod_cast h2
  by_contra hlt
  nlinarith [not_le.mp hlt]
```

## (i) Two levels with an imaginary coupling

Take
$$H=\begin{pmatrix}-3&0\\0&3\end{pmatrix},\qquad V=\begin{pmatrix}0&-4i\\4i&0\end{pmatrix},\qquad U=1.$$
Check the symmetry conditions and find both ground energies.

```lean
/-- A two-level Hamiltonian with real levels `-3` and `3`. -/
def levelH : Matrix (Fin 2) (Fin 2) ℂ := !![-3, 0; 0, 3]

/-- An imaginary coupling of strength `4` between the two levels. -/
def levelV : Matrix (Fin 2) (Fin 2) ℂ := !![0, -4 * Complex.I; 4 * Complex.I, 0]
```

Both matrices are Hermitian. $H$ is real and $V$ purely imaginary, so $\bar H=H$ and $\bar V=-V$, as for an orbital moment between two real orbitals. From $H^2=9$ and the eigenvector $(1,0)$, part (h) gives $-3$. From $(H+V)^2=25$ and the normalised eigenvector $(2i,1)/\sqrt5$, it gives $-5$. The first-order shift is zero, but $V(1,0)^T=(0,4i)^T\neq0$, in accordance with (g).

The code uses the unnormalised vector $(2i,1)$ and checks the matrix identities entry by entry.

```lean
/-- With `U = 1` the two-level pair is Hermitian, time-even and time-odd respectively, and the
coupling lowers the ground energy from `-3` to `-5`. -/
theorem groundEnergy_witness :
    (1 : Matrix (Fin 2) (Fin 2) ℂ) ∈ unitaryGroup (Fin 2) ℂ ∧
    levelH.IsHermitian ∧ levelV.IsHermitian ∧
    1 * levelH.map star = levelH * 1 ∧ 1 * levelV.map star = -(levelV * 1) ∧
    IsGroundEnergy levelH (-3) ∧ IsGroundEnergy (levelH + levelV) (-5) := by
  refine ⟨one_mem _, ?_, ?_, ?_, ?_, ?_, ?_⟩
  · ext i j
    fin_cases i <;> fin_cases j <;> simp [levelH]
  · ext i j
    fin_cases i <;> fin_cases j <;> simp [levelV]
  · rw [one_mul, mul_one]
    ext i j
    fin_cases i <;> fin_cases j <;> simp [levelH, Complex.ext_iff]
  · rw [one_mul, mul_one]
    ext i j
    fin_cases i <;> fin_cases j <;> simp [levelV, Complex.ext_iff]
  · refine groundEnergy_of_sq (x := ![1, 0]) (by norm_num) ?_ ?_ ?_
    · ext i j
      fin_cases i <;> fin_cases j <;> simp [levelH, Matrix.mul_apply, Fin.sum_univ_succ]
    · exact fun h => one_ne_zero (congrFun h 0)
    · ext i
      fin_cases i <;> simp [levelH, Matrix.mulVec, dotProduct, Fin.sum_univ_succ]
  · refine groundEnergy_of_sq (x := ![2 * Complex.I, 1]) (by norm_num) ?_ ?_ ?_
    · ext i j
      fin_cases i <;> fin_cases j <;>
        norm_num [levelH, levelV, Matrix.mul_apply, Fin.sum_univ_succ, Complex.ext_iff]
    · exact fun h => one_ne_zero (congrFun h 1)
    · ext i
      fin_cases i <;>
        norm_num [levelH, levelV, Matrix.mulVec, dotProduct, Fin.sum_univ_succ, Complex.ext_iff]

end

end TimeOddPerturbation
```

```lean
#print axioms TimeOddPerturbation.groundEnergy_le_and_rigidity
-- 'TimeOddPerturbation.groundEnergy_le_and_rigidity' depends on axioms: [propext, Classical.choice, Quot.sound]
#print axioms TimeOddPerturbation.groundEnergy_lt
-- 'TimeOddPerturbation.groundEnergy_lt' depends on axioms: [propext, Classical.choice, Quot.sound]
```

## The ground energy as an infimum

The ground energy could also have been defined as the infimum of $\langle A\rangle_x/N(x)$ over nonzero $x$. Part (c) would then be little more than the definition, and (e) would need no ground eigenvector, only the bound (d) for every trial state. The work would move to showing that this infimum is the lowest eigenvalue. That definition also makes sense for bounded self-adjoint operators in infinite dimension, where the infimum need not be attained.
